# The Landau energy of a one-dimensional double-well profile as a squared mismatch plus a boundary term

The lemma concerns a real order parameter Q on the finite interval [-L, L], continuously differentiable with slope P, whose energy density is K P²/2 + b(Q² - q²)²/4, where K and b are positive and L ≥ 0. With s = √(Kb/2), it states that the total energy equals the integral of (K P - s(q² - Q²))²/(2K) plus s times the difference of q²Q - Q³/3 between the two ends. The profile need not minimise the energy, and its end values are not prescribed. The proof writes the boundary term as the integral of s(q² - Q²)P, joins the two integrals on the right into one, and then shows that the integrands agree at each point by completing the square.

An attempt in Lean 4 with a fault in it:

```lean
import Mathlib

open Set Filter Topology

namespace EnergyEqMismatchAddBoundary

noncomputable section

/-- `Q` is a continuously differentiable order-parameter profile on `[-L, L]` with slope `P`
(one-sided at the two ends). -/
def IsProfile (L : ℝ) (Q P : ℝ → ℝ) : Prop :=
  ContinuousOn P (Icc (-L) L) ∧
    ∀ x ∈ Icc (-L) L, HasDerivWithinAt Q (P x) (Icc (-L) L) x

/-- For `K, b > 0` and `L ≥ 0`, the Landau energy on `[-L, L]` of a profile `Q` with slope `P`:
gradient energy plus the double-well energy measured from the bulk minima `±q`. -/
def landauEnergy (K b q L : ℝ) (Q P : ℝ → ℝ) : ℝ :=
  ∫ x in (-L)..L, (K * P x ^ 2 / 2 + b * (Q x ^ 2 - q ^ 2) ^ 2 / 4)

/-- The integral of `(q² - Q²) Q'` over `[-L, L]`, `L ≥ 0`, depends only on the end values
of the profile. -/
theorem boundary_term (q : ℝ) {L : ℝ} {Q P : ℝ → ℝ} (hL : 0 ≤ L) (h : IsProfile L Q P) :
    ∫ x in (-L)..L, (q ^ 2 - Q x ^ 2) * P x =
      (q ^ 2 * Q L - Q L ^ 3 / 3) - (q ^ 2 * Q (-L) - Q (-L) ^ 3 / 3) := by
  have hQ : ContinuousOn Q (Icc (-L) L) := fun x hx => (h.2 x hx).continuousWithinAt
  refine intervalIntegral.integral_eq_sub_of_hasDerivAt_of_le
    (f := fun x => q ^ 2 * Q x - Q x ^ 3 / 3) (by linarith)
    ((continuousOn_const.mul hQ).sub ((hQ.pow 3).div_const 3)) ?_
    (((continuousOn_const.sub (hQ.pow 2)).mul h.1).intervalIntegrable_of_Icc (by linarith))
  intro x hx
  have d := (h.2 x ⟨hx.1.le, hx.2.le⟩).hasDerivAt (Icc_mem_nhds hx.1 hx.2)
  exact ((d.const_mul (q ^ 2)).fun_sub ((d.fun_pow 3).div_const 3)).congr_deriv
    (by push_cast; ring)

/-- For `K, b > 0` and `L ≥ 0`, the Landau energy is the integral of a squared mismatch in the
first-order wall equation plus a term fixed by the end values. -/
theorem energy_eq_mismatch_add_boundary {K b L : ℝ} (q : ℝ) {Q P : ℝ → ℝ}
    (hK : 0 < K) (hb : 0 < b) (hL : 0 ≤ L) (h : IsProfile L Q P) :
    landauEnergy K b q L Q P =
      (∫ x in (-L)..L,
        (K * P x - Real.sqrt (K * b / 2) * (q ^ 2 - Q x ^ 2)) ^ 2 / (2 * K)) +
      Real.sqrt (K * b / 2) *
        ((q ^ 2 * Q L - Q L ^ 3 / 3) - (q ^ 2 * Q (-L) - Q (-L) ^ 3 / 3)) := by
  have hQ : ContinuousOn Q (Icc (-L) L) := fun x hx => (h.2 x hx).continuousWithinAt
  have hr : ContinuousOn (fun x => q ^ 2 - Q x ^ 2) (Icc (-L) L) :=
    continuousOn_const.sub (hQ.pow 2)
  have hs : Real.sqrt (K * b / 2) ^ 2 = K * b / 2 := Real.sq_sqrt (by positivity)
  have i1 : IntervalIntegrable (fun x =>
      (K * P x - Real.sqrt (K * b / 2) * (q ^ 2 - Q x ^ 2)) ^ 2 / (2 * K))
      MeasureTheory.volume (-L) L :=
    ((((continuousOn_const.mul h.1).sub (continuousOn_const.mul hr)).pow 2).div_const
      (2 * K)).intervalIntegrable_of_Icc (by linarith)
  have i2 : IntervalIntegrable (fun x =>
      Real.sqrt (K * b / 2) * ((q ^ 2 - Q x ^ 2) * P x)) MeasureTheory.volume (-L) L :=
    (continuousOn_const.mul (hr.mul h.1)).intervalIntegrable_of_Icc (by linarith)
  rw [← boundary_term q hL h, ← intervalIntegral.integral_const_mul,
    ← intervalIntegral.integral_add i1 i2]
  unfold landauEnergy
  refine intervalIntegral.integral_congr (fun x _ => ?_)
  -- completing the square in the energy density
  have sq : (K * P x - Real.sqrt (K * b / 2) * (q ^ 2 - Q x ^ 2)) ^ 2 / (2 * K) =
      K * P x ^ 2 / 2 - Real.sqrt (K * b / 2) * ((q ^ 2 - Q x ^ 2) * P x)
        + b * (Q x ^ 2 - q ^ 2) ^ 2 / 4 := by
    rw [div_eq_iff (by positivity)]
    linear_combination (q ^ 2 - Q x ^ 2) ^ 2 * hs
  dsimp only
  rw [sq]
  ring

end

end EnergyEqMismatchAddBoundary
```

Messages:

```
Main.lean:66:2: error: `dsimp` made no progress
```

After these edits no error is left:

```diff
@@ -64,5 +64,4 @@
     rw [div_eq_iff (by positivity)]
     linear_combination (q ^ 2 - Q x ^ 2) ^ 2 * hs
-  dsimp only
   rw [sq]
   ring
```

The message means that `dsimp only` found nothing to simplify in the goal, which Lean treats as an error. Called without lemmas, the tactic can still do basic reductions, such as turning a function written with `fun` and applied to `x` into its body at `x`. That would have been useful here if `intervalIntegral.integral_congr` had left the two integrands as unreduced functions applied to `x`. But after the `refine` step the goal was already a plain equation between the two energy densities at `x`, so there was no such reduction left to do.

The repair deletes the line. `rw [sq]` can then act on the goal as it stands, because the squared mismatch already appears there in the form that the local hypothesis `sq` has on its left-hand side. The rewrite replaces it with the expanded square, the cross term cancels against the boundary integrand, and `ring` closes the goal. The mathematics of the proof is unchanged.
